# Strict minima along all straight lines do not make a local minimum

For $0 < a < b$ the surface $E(x,y) = (y - ax^2)(y - bx^2)$ has zero gradient at the origin and a strict local minimum there along every straight line through it, yet the origin is not a local minimum of $E$. The case $a = 1$, $b = 2$ refutes the rule that minima of all straight-line scans certify a local minimum of a smooth surface.

```lean
import Mathlib

open Filter Topology

namespace LineScanSaddle

/-- The model energy surface `E(x,y) = (y - a x²)(y - b x²)` on two coordinates. -/
def surface (a b : ℝ) (p : ℝ × ℝ) : ℝ := (p.2 - a * p.1 ^ 2) * (p.2 - b * p.1 ^ 2)

/-- Strict local minimum: all points close to `x₀`, other than `x₀`, have higher energy. -/
def IsStrictLocalMin {X : Type*} [TopologicalSpace X] (f : X → ℝ) (x₀ : X) : Prop :=
  ∀ᶠ x in 𝓝[≠] x₀, f x₀ < f x

/-- The energy profile along the straight line through the origin with direction `v`. -/
def lineScan (f : ℝ × ℝ → ℝ) (v : ℝ × ℝ) (t : ℝ) : ℝ := f (t • v)

/-- Along a line through the origin the energy is `t²` times two factors linear in `t`. -/
theorem lineScan_surface (a b : ℝ) (v : ℝ × ℝ) (t : ℝ) :
    lineScan (surface a b) v t
      = t ^ 2 * ((v.2 - a * t * v.1 ^ 2) * (v.2 - b * t * v.1 ^ 2)) := by
  simp only [lineScan, surface, Prod.smul_fst, Prod.smul_snd, smul_eq_mul]
  ring

/-- For positive `a` and `b`, the scan along every nonzero direction has a strict local
minimum at the origin. -/
theorem lineScan_strictMin {a b : ℝ} (ha : 0 < a) (hb : 0 < b) {v : ℝ × ℝ} (hv : v ≠ 0) :
    IsStrictLocalMin (lineScan (surface a b) v) 0 := by
  have h0 : lineScan (surface a b) v 0 = 0 := by
    rw [lineScan_surface]
    ring
  unfold IsStrictLocalMin
  rw [h0]
  by_cases h2 : v.2 = 0
  · -- the x axis: the scan is quartic, `a b t⁴ v₁⁴`
    have h1 : v.1 ≠ 0 := fun h => hv (Prod.ext h h2)
    filter_upwards [self_mem_nhdsWithin] with t ht
    have ht' : t ≠ 0 := ht
    have e : lineScan (surface a b) v t = a * b * ((t ^ 2) ^ 2 * (v.1 ^ 2) ^ 2) := by
      rw [lineScan_surface, h2]
      ring
    rw [e]
    positivity
  · -- any other line: the factor multiplying `t²` tends to `v₂² > 0`
    have hc : Continuous
        fun t : ℝ => (v.2 - a * t * v.1 ^ 2) * (v.2 - b * t * v.1 ^ 2) := by fun_prop
    have ht0 : Tendsto (fun t : ℝ => (v.2 - a * t * v.1 ^ 2) * (v.2 - b * t * v.1 ^ 2))
        (𝓝 0) (𝓝 (v.2 * v.2)) := hc.tendsto' 0 _ (by ring)
    have hev : ∀ᶠ t : ℝ in 𝓝 0,
        0 < (v.2 - a * t * v.1 ^ 2) * (v.2 - b * t * v.1 ^ 2) :=
      ht0.eventually (lt_mem_nhds (mul_self_pos.mpr h2))
    filter_upwards [self_mem_nhdsWithin, mem_nhdsWithin_of_mem_nhds hev] with t ht hpos
    have ht' : t ≠ 0 := ht
    rw [lineScan_surface]
    exact mul_pos (by positivity) hpos

/-- On a parabola `y = c x²` with `a < c < b` the energy is negative away from the origin. -/
theorem surface_neg_on_parabola {a b c t : ℝ} (hac : a < c) (hcb : c < b) (ht : t ≠ 0) :
    surface a b (t, c * t ^ 2) < 0 := by
  have e : surface a b (t, c * t ^ 2) = -((c - a) * (b - c) * (t ^ 2) ^ 2) := by
    simp only [surface]
    ring
  have h1 : 0 < c - a := sub_pos.mpr hac
  have h2 : 0 < b - c := sub_pos.mpr hcb
  have h3 : 0 < (c - a) * (b - c) * (t ^ 2) ^ 2 := by positivity
  rw [e]
  linarith

/-- For `a < b` the origin is not a local minimum of the surface. -/
theorem surface_not_isLocalMin {a b : ℝ} (hab : a < b) : ¬ IsLocalMin (surface a b) 0 := by
  intro h
  have h' : ∀ᶠ p in 𝓝 (0 : ℝ × ℝ), surface a b 0 ≤ surface a b p := h
  -- follow the curved path midway between the two parabolas on which `E` vanishes
  have hc : Continuous fun t : ℝ => ((t, (a + b) / 2 * t ^ 2) : ℝ × ℝ) := by fun_prop
  have ht : Tendsto (fun t : ℝ => ((t, (a + b) / 2 * t ^ 2) : ℝ × ℝ)) (𝓝 0) (𝓝 0) :=
    hc.tendsto' 0 0 (Prod.ext (by simp) (by simp))
  have hev : ∀ᶠ t : ℝ in 𝓝[≠] 0,
      surface a b 0 ≤ surface a b (t, (a + b) / 2 * t ^ 2) :=
    (ht.eventually h').filter_mono nhdsWithin_le_nhds
  have hne : ∀ᶠ t : ℝ in 𝓝[≠] 0, t ≠ 0 := self_mem_nhdsWithin
  obtain ⟨t, hle, ht0⟩ := (hev.and hne).exists
  have h0 : surface a b 0 = 0 := by simp [surface]
  have hneg : surface a b (t, (a + b) / 2 * t ^ 2) < 0 :=
    surface_neg_on_parabola (by linarith) (by linarith) ht0
  linarith

/-- The origin is a stationary point: the full derivative of the energy vanishes there. -/
theorem surface_stationary (a b : ℝ) :
    HasFDerivAt (surface a b) (0 : ℝ × ℝ →L[ℝ] ℝ) 0 := by
  have hu : DifferentiableAt ℝ (fun p : ℝ × ℝ => p.2 - a * p.1 ^ 2) 0 := by fun_prop
  have hw : DifferentiableAt ℝ (fun p : ℝ × ℝ => p.2 - b * p.1 ^ 2) 0 := by fun_prop
  -- product rule with both factors equal to zero at the origin
  have h := hu.hasFDerivAt.mul hw.hasFDerivAt
  exact h.congr_fderiv (by simp)

/-- For `0 < a < b` the origin is a stationary point and a strict local minimum along every
straight line through it, yet it is not a local minimum of the surface. -/
theorem lineMin_not_localMin {a b : ℝ} (ha : 0 < a) (hab : a < b) :
    HasFDerivAt (surface a b) (0 : ℝ × ℝ →L[ℝ] ℝ) 0 ∧
      (∀ v : ℝ × ℝ, v ≠ 0 → IsStrictLocalMin (lineScan (surface a b) v) 0) ∧
      ¬ IsLocalMin (surface a b) 0 :=
  ⟨surface_stationary a b, fun _ hv => lineScan_strictMin ha (ha.trans hab) hv,
    surface_not_isLocalMin hab⟩

/-- The surface `E(x,y) = (y - x²)(y - 2x²)` has a strict local minimum at the origin along
every straight line through it, but the origin is not a local minimum of `E`. -/
theorem lineMin_not_localMin_one_two (E : ℝ × ℝ → ℝ)
    (hE : ∀ x y, E (x, y) = (y - x ^ 2) * (y - 2 * x ^ 2)) :
    (∀ v : ℝ × ℝ, v ≠ 0 → IsStrictLocalMin (lineScan E v) 0) ∧ ¬ IsLocalMin E 0 := by
  have e : E = surface 1 2 := by
    funext ⟨x, y⟩
    rw [hE]
    simp only [surface]
    ring
  rw [e]
  exact (lineMin_not_localMin one_pos one_lt_two).2

/-- It is false that for every two-coordinate surface of class `ContDiff ℝ ⊤` with a stationary origin, strict
minima of all line scans through the origin make the origin a local minimum. -/
theorem lineScans_do_not_certify :
    ¬ ∀ E : ℝ × ℝ → ℝ, ContDiff ℝ ⊤ E → HasFDerivAt E (0 : ℝ × ℝ →L[ℝ] ℝ) 0 →
      (∀ v : ℝ × ℝ, v ≠ 0 → IsStrictLocalMin (lineScan E v) 0) → IsLocalMin E 0 := by
  intro h
  obtain ⟨h1, h2, h3⟩ := lineMin_not_localMin (a := 1) (b := 2) one_pos one_lt_two
  have hs : ContDiff ℝ ⊤ (surface 1 2) := by
    unfold surface
    fun_prop
  exact h3 (h _ hs h1 h2)

end LineScanSaddle
```

```lean
#print axioms LineScanSaddle.lineMin_not_localMin_one_two
-- 'LineScanSaddle.lineMin_not_localMin_one_two' depends on axioms: [propext, Classical.choice, Quot.sound]
#print axioms LineScanSaddle.lineScans_do_not_certify
-- 'LineScanSaddle.lineScans_do_not_certify' depends on axioms: [propext, Classical.choice, Quot.sound]
```

## What the statements say

A point of the plane is a pair `p : ℝ × ℝ` with components `p.1` and `p.2`, written $x$ and $y$ below. For real parameters $a$ and $b$, `surface a b` is the function
$$E(x,y) = (y - ax^2)(y - bx^2).$$
It vanishes on the two parabolas $y = ax^2$ and $y = bx^2$, both of which pass through the origin, so $E(0,0) = 0$.

A direction is a pair $v = (v_1, v_2)$, in Lean `v.1` and `v.2`. For a function $f$ on the plane, `lineScan f v` is the function of one real variable $t \mapsto f(tv) = f(tv_1, tv_2)$. The parameter $t$ takes both signs, so the scan covers the whole line through the origin and $t = 0$ is the origin itself. The direction is not normalised. For a unit direction $v = (\cos\theta, \sin\theta)$ at angle $\theta$ to the $x$ axis, $t$ is the signed Euclidean distance from the origin; for any other length of $v$ it is that distance divided by the length. The zero vector is excluded by `v ≠ 0`, since it gives a constant scan and no line.

Two notions of minimum occur. `IsStrictLocalMin f x₀` is defined as `∀ᶠ x in 𝓝[≠] x₀, f x₀ < f x`. The symbol `𝓝[≠] x₀` denotes the punctured neighbourhoods of $x_0$, and `∀ᶠ` says that the inequality holds throughout one of them. For a scan at $t = 0$ this reads: there is a $\delta > 0$ such that $f(0) < f(tv)$ whenever $0 < |t| < \delta$. Mathlib's `IsLocalMin f 0` is the weak notion: $f(0) \le f(p)$ for all $p$ in some neighbourhood of the origin in the plane. Its negation says that every neighbourhood of the origin contains a point where $f$ is strictly below $f(0)$. The theorems thus use the strong form of minimum where they affirm it and the weak form where they deny it.

Stationarity is `HasFDerivAt (surface a b) (0 : ℝ × ℝ →L[ℝ] ℝ) 0`. This says that $E$ is differentiable at the origin as a function of both variables together, and that its derivative there, a linear map from displacements to energy changes, is the zero map. Equivalently, $E(p) - E(0)$ vanishes faster than the size of $p$ as $p \to 0$.

The main theorem `lineMin_not_localMin` assumes $0 < a$ and $a < b$ and has three conclusions: the origin is stationary; for every $v \ne 0$ the scan along $v$ has a strict local minimum at $t = 0$; and the origin is not a local minimum of $E$. In the second conclusion the direction is chosen first, so the width $\delta$ may depend on $v$. A local minimum of $E$ would need one neighbourhood that serves all directions at once.

The theorem `lineMin_not_localMin_one_two` takes any function `E` on the plane that equals $(y - x^2)(y - 2x^2)$ at every point and states the second and third conclusions for it. Stationarity is not repeated in that statement; it is the case $a = 1$, $b = 2$ of `surface_stationary`.

The theorem `lineScans_do_not_certify` is the negation of a general rule. The rule would say: for every function $E$ on the plane that satisfies `ContDiff ℝ ⊤ E`, is stationary at the origin, and has a strict local minimum along every line through the origin, the origin is a local minimum. The index `⊤` is the highest order of regularity that `ContDiff` offers, which in recent Mathlib means real-analytic and in any version includes infinitely differentiable. A polynomial meets it, so the rule fails even when restricted to this narrow class. The theorem says that the rule has a counterexample. It gives no information on how often line scans mislead, and it leaves open that the rule holds under further hypotheses.

## The physics encoded

The pair $(x,y)$ stands for the displacements of a model molecule with only two internal coordinates from a reference geometry placed at the origin, and $E$ for the potential energy measured from its value there. A vanishing derivative means that no force acts at the reference geometry. A line scan is a rigid displacement along a fixed combination of the two coordinates, with no relaxation of the other degree of freedom. A stable geometry, in the sense of statics, is a strict local minimum of $E$, so a geometry that is not even a local minimum is not stable. For the practice of checking an optimised structure on a Born–Oppenheimer surface by one-dimensional scans, the result shows, in a two-coordinate polynomial model not derived from any electronic Hamiltonian, that even a complete set of straight scans, each staying above the reference energy on some interval whose width depends on the direction, is compatible with lower energies arbitrarily near the reference geometry (scans along all unit directions that stayed above the reference energy over one common distance would exclude this).

The model fixes what counts as straight. Straightness refers to the chosen coordinates, and a line in one set of coordinates is in general a curve in another. The statements concern exact scans over a continuum of directions and step lengths; finite grids, numerical noise, nuclear kinetic energy and surfaces with more than two coordinates are not treated. Units are absorbed into $x$, $y$, $a$ and $b$.

Expanding the product gives $E = y^2 - (a+b)x^2y + ab\,x^4$. The quadratic part is $y^2$ alone, so in harmonic language $y$ is a stiff coordinate and $x$ has no restoring force at second order: the matrix of second derivatives at the origin is diagonal with entries $0$ and $2$, and has no negative eigenvalue. The origin is therefore not a first-order saddle of the transition-state kind, and the instability comes from the cubic coupling $x^2y$ outweighing the other two terms in the region between the parabolas. This reading of the second derivatives, like the explicit width of the scan minimum given below, is an aid to interpretation that the Lean file does not state or check.

## Why it is true

**Stationarity.** Write $E = uw$ with $u = y - ax^2$ and $w = y - bx^2$. Both factors are polynomials, hence differentiable, and the product rule gives $dE = u\,dw + w\,du$. At the origin $u = w = 0$, so $dE = 0$. No condition on $a$ or $b$ is used. In components, $\partial E/\partial x = -2(a+b)xy + 4ab\,x^3$ and $\partial E/\partial y = 2y - (a+b)x^2$, and both vanish at $(0,0)$.

In `surface_stationary`, `hu` and `hw` are the differentiability of $u$ and $w$ at the origin, and `hu.hasFDerivAt.mul hw.hasFDerivAt` is the product rule. The derivatives of the two factors are never computed: `congr_fderiv` replaces the derivative from the product rule by the zero map once `simp` has evaluated both prefactors to zero.

**The scan along a line.** Put $x = tv_1$ and $y = tv_2$. Then $y - ax^2 = t(v_2 - atv_1^2)$ and $y - bx^2 = t(v_2 - btv_1^2)$, so
$$E(tv) = t^2\, g(t), \qquad g(t) = (v_2 - atv_1^2)(v_2 - btv_1^2).$$
For a unit direction this is $t^2(\sin\theta - at\cos^2\theta)(\sin\theta - bt\cos^2\theta)$. The lemma `lineScan_surface` is this identity for all real $a$, $b$, $t$ and all $v$: it writes out the components of `t • v` and closes with `ring`.

At $t = 0$ the scan is zero, so a strict local minimum means $E(tv) > 0$ for small $t \ne 0$. There are two cases.

If $v_2 \neq 0$, then $g$ is a polynomial in $t$ with $g(0) = v_2^2 > 0$. By continuity $g(t) > 0$ for all $t$ in some interval around $0$, and for $t \ne 0$ in that interval $t^2 g(t) > 0$. The signs of $a$ and $b$ play no part here.

If $v_2 = 0$, then $v_1 \ne 0$ because $v \ne 0$, and $g(t) = (-atv_1^2)(-btv_1^2) = ab\,t^2v_1^4$. The scan is $ab\,t^4v_1^4$, which is $ab\,t^4$ for a unit direction, and it is positive for every $t \ne 0$ when $a$ and $b$ are positive.

The lemma `lineScan_strictMin` follows this split with `by_cases h2 : v.2 = 0`, after `h0` has set the value at $t = 0$ to zero. On the $x$ axis, `h1` obtains $v_1 \ne 0$: if both components were zero, $v$ would be zero. The call `filter_upwards [self_mem_nhdsWithin]` reduces the claim to an arbitrary $t \ne 0$, `e` rewrites the scan as $ab\,(t^2)^2(v_1^2)^2$, and `positivity` concludes from $a > 0$, $b > 0$, $t \ne 0$ and $v_1 \ne 0$. On any other line, `hc` is the continuity of $g$, `ht0` is the limit $g(t) \to v_2 v_2$ as $t \to 0$, and `hev` turns the positive limit into $g(t) > 0$ near $0$. The second `filter_upwards` takes a $t$ that is both nonzero and inside that neighbourhood, and `mul_pos` multiplies $t^2 > 0$ by $g(t) > 0$. The lemma assumes $a > 0$ and $b > 0$ and no ordering between them.

**The energy on a parabola.** Take a real number $c$ and the curve $(x,y) = (t, ct^2)$. Then $y - ax^2 = (c-a)t^2$ and $y - bx^2 = (c-b)t^2$, so
$$E(t, ct^2) = (c-a)(c-b)\,t^4 = -(c-a)(b-c)\,t^4 .$$
For $a < c < b$ both $c - a$ and $b - c$ are positive, and the energy is negative for every $t \ne 0$. In `surface_neg_on_parabola`, `e` is the second form of the identity, `h1` and `h2` are the two positive differences, `h3` is the positivity of their product with $(t^2)^2$, and `linarith` reverses the sign.

**No local minimum.** Let $a < b$ and choose $c = (a+b)/2$, which lies strictly between them. Then $c - a = b - c = (b-a)/2$ and the energy on the curve is $-(b-a)^2t^4/4$; for $a = 1$, $b = 2$ the curve is $y = \tfrac32 x^2$ and the energy is $-t^4/4$. Suppose that $E(p) \ge E(0) = 0$ on some neighbourhood of the origin. The curve is continuous and passes through the origin at $t = 0$, so it lies in that neighbourhood for all small $t$. Any small $t \ne 0$ then gives $0 \le E(t, ct^2) < 0$, a contradiction.

In `surface_not_isLocalMin`, `h'` is the assumed inequality near the origin, and `hc` and `ht` say that the curve is continuous and tends to the origin as $t \to 0$. The expression `ht.eventually h'` pulls the inequality back along the curve to small $t$, and `filter_mono` restricts it to punctured neighbourhoods, giving `hev`. Then `(hev.and hne).exists` picks one $t$ that is nonzero and satisfies the inequality, which is possible because every punctured neighbourhood of $0$ on the real line is nonempty. With `h0` and `hneg`, the final `linarith` reaches the contradiction. Only $a < b$ is used; positivity enters the main theorem through the scan along the $x$ axis.

The two findings are compatible because the scan minimum has no width common to all directions. For $0 < a < b$ and a unit direction with $\sin\theta$ and $\cos\theta$ both nonzero, the zero of $g$ nearest to the origin lies at $t = \sin\theta/(b\cos^2\theta)$, where the line crosses $y = bx^2$ and enters the region of negative energy. This distance shrinks to zero as the line tilts towards the $x$ axis, while the axis itself stays below both parabolas, where $u$ and $w$ are both negative away from the origin and $E$ is positive.

**The final theorems.** `lineMin_not_localMin` collects the three lemmas, obtaining $b > 0$ from $0 < a < b$ by `ha.trans hab`. In `lineMin_not_localMin_one_two`, `e` identifies the given function with `surface 1 2` point by point, where `ring` removes the factor $1$ in $y - 1\cdot x^2$, and the last two conclusions of the main theorem are then read off at $a = 1$, $b = 2$. In `lineScans_do_not_certify` the general rule is assumed as `h` and applied to `surface 1 2`. Its hypotheses are supplied by `hs`, the regularity of the polynomial, and by `h1` and `h2`, stationarity and the line minima. The rule then returns a local minimum at the origin, which `h3` denies.
